# For finitely many nonnegative, square-integrable modes, the direct RPA coupling integrand is antitone and convex on $[0,\infty)$

Without some knowledge of its shape, a few computed points on an adiabatic-connection curve say nothing about the curve between them. A coarse quadrature over the coupling strength could then miss the correlation energy in either direction.

For direct RPA I expect the curve to be well behaved. Let $t\ge 0$ be the coupling strength, often written $\lambda$, and let $x_k(w)\ge 0$ be the eigenvalues of $-v^{1/2}\chi_0(iw)v^{1/2}$ at imaginary frequency $w$, where $v$ is the Coulomb interaction and $\chi_0$ the non-interacting density response. The coupling integrand is

$$W(t)=\frac{1}{2\pi}\int_0^\infty\sum_k\left[\frac{x_k(w)}{1+t\,x_k(w)}-x_k(w)\right]dw .$$

I believe that it starts at zero, never rises and is convex. Can this be made rigorous, including the existence of the integral, and checked by machine?

## From one mode to the whole curve

Yes, for finitely many measurable eigenvalue functions that are nonnegative and square-integrable on $(0,\infty)$. Almost everything happens in a single mode. Write

$$m_t(x)=\frac{x}{1+tx}-x=-\frac{t\,x^2}{1+tx},\qquad t,x\ge 0 .$$

**Existence.** Since $1+tx\ge 1$, we have $-t\,x^2\le m_t(x)\le 0$. The absolute value of each term is therefore at most $t\,x_k(w)^2$, which is integrable over frequency. A finite sum of integrable functions is integrable, so $W(t)$ exists. At $t=0$ every term vanishes, so $W(0)=0$.

**Monotonicity.** If $0\le s\le t$, then $0<1+sx\le 1+tx$, hence $x/(1+tx)\le x/(1+sx)$ and $m_t(x)\le m_s(x)$. Summing over $k$, integrating over $w$ and multiplying by $1/(2\pi)$ gives $W(t)\le W(s)$.

**Convexity.** The slope of $m_t(x)$ in the coupling, taken at $s$, is $-x^2/(1+sx)^2$. To compare the function with its tangent at $s$, first note that

$$m_t(x)-m_s(x)=-\frac{(t-s)x^2}{(1+tx)(1+sx)} .$$

Subtracting the linear term of the tangent then gives

$$m_t(x)-\left[m_s(x)-(t-s)\frac{x^2}{(1+sx)^2}\right]
=\frac{(t-s)^2x^3}{(1+tx)(1+sx)^2}\ge 0 .$$

Now take $a,b\ge 0$ with $a+b=1$, and set $r=as+bt$ and $c=x^2/(1+rx)^2$. The tangent at $r$ gives

$$m_s(x)\ge m_r(x)-(s-r)c,\qquad m_t(x)\ge m_r(x)-(t-r)c .$$

Multiply the first inequality by $a$, the second by $b$, and add. The linear terms cancel because $a(s-r)+b(t-r)=0$, which leaves $m_r(x)\le a\,m_s(x)+b\,m_t(x)$. Summation and integration carry this over to $W$.

**A lower line.** The bound $m_t(x)\ge -t\,x^2$ also yields

$$W(t)\ge-\frac{t}{2\pi}\int_0^\infty\sum_k x_k(w)^2\,dw .$$

**The correlation energy.** The derivative of $\ln(1+tx)-tx$ with respect to $t$ is $m_t(x)$, so $\int_0^1 m_t(x)\,dt=\ln(1+x)-x$. For $0<t\le1$ we have $|m_t(x)|\le x^2$, which permits exchanging the coupling and frequency integrals:

$$\int_0^1W(t)\,dt=\frac{1}{2\pi}\int_0^\infty\sum_k\left[\ln(1+x_k(w))-x_k(w)\right]dw .$$

This is the familiar logarithmic formula for the direct RPA correlation energy.

**Keep the bracket together.** A natural slip is to integrate $x_k/(1+t\,x_k)$ and $x_k$ separately. Square-integrability does not make either piece integrable. Take the single mode $x(w)=1/(1+w)$, a purely mathematical example that decays more slowly than the $w^{-2}$ response of a gapped system in a finite basis. Both integrals diverge, yet the combined bracket gives $W(t)=-\ln(1+t)/(2\pi)$. In Lean the slip would be silent: the integral of a non-integrable function is set to zero, so for this mode the split expression would return $0$ for every $t\ge0$. For a bounded response that falls off as $w^{-2}$, both pieces are integrable and the split is harmless.

The Lean file contains these results:

```lean
import Mathlib

open MeasureTheory Set

namespace RPAAdiabaticConnection

noncomputable section

/-- A family of eigenvalue functions of the imaginary frequency `w`, each measurable, and
nonnegative and square-integrable on `(0, ∞)`. -/
structure IsResponseSpectrum {ι : Type*} (x : ι → ℝ → ℝ) : Prop where
  meas : ∀ k, Measurable (x k)
  nonneg : ∀ k, ∀ w ∈ Ioi (0 : ℝ), 0 ≤ x k w
  sq_int : ∀ k, IntegrableOn (fun w => x k w ^ 2) (Ioi 0)

/-- Contribution of one mode with eigenvalue `x` at coupling strength `t`. -/
def modeTerm (t x : ℝ) : ℝ := x / (1 + t * x) - x

/-- The direct RPA coupling integrand `W(t)`: the frequency integral of all mode terms,
divided by `2π`. -/
def couplingIntegrand {ι : Type*} [Fintype ι] (x : ι → ℝ → ℝ) (t : ℝ) : ℝ :=
  1 / (2 * Real.pi) * ∫ w in Ioi (0 : ℝ), ∑ k, modeTerm t (x k w)

/-- For nonnegative coupling strength `t` and eigenvalue `x`, a mode term lies between its
second-order value `-t x²` and zero. -/
theorem modeTerm_bounds {t x : ℝ} (ht : 0 ≤ t) (hx : 0 ≤ x) :
    -(t * x ^ 2) ≤ modeTerm t x ∧ modeTerm t x ≤ 0 := by
  have hp : 0 < 1 + t * x := by positivity
  have e : modeTerm t x = -(t * x ^ 2 / (1 + t * x)) := by
    unfold modeTerm
    field_simp
    ring
  have h0 : 0 ≤ t * x ^ 2 / (1 + t * x) := by positivity
  have h1 : t * x ^ 2 / (1 + t * x) ≤ t * x ^ 2 :=
    div_le_self (by positivity) (by linarith [mul_nonneg ht hx])
  rw [e]
  constructor <;> linarith

/-- For a nonnegative eigenvalue, a mode term as a function of nonnegative coupling strength lies on
or above each of its tangents. -/
theorem modeTerm_tangent {s t x : ℝ} (hs : 0 ≤ s) (ht : 0 ≤ t) (hx : 0 ≤ x) :
    modeTerm s x - (t - s) * (x ^ 2 / (1 + s * x) ^ 2) ≤ modeTerm t x := by
  have hp : 0 < 1 + s * x := by positivity
  have hq : 0 < 1 + t * x := by positivity
  have e : modeTerm t x - (modeTerm s x - (t - s) * (x ^ 2 / (1 + s * x) ^ 2))
      = (t - s) ^ 2 * x ^ 3 / ((1 + t * x) * (1 + s * x) ^ 2) := by
    unfold modeTerm
    field_simp
    ring
  have h0 : 0 ≤ (t - s) ^ 2 * x ^ 3 / ((1 + t * x) * (1 + s * x) ^ 2) := by positivity
  linarith

/-- A mode term is jointly measurable in the coupling strength and the eigenvalue. -/
theorem measurable_modeTerm : Measurable (fun p : ℝ × ℝ => modeTerm p.1 p.2) := by
  unfold modeTerm
  fun_prop

variable {ι : Type*} [Fintype ι] {x : ι → ℝ → ℝ}

/-- At every nonnegative coupling strength the sum of the mode terms is integrable over
frequency. -/
theorem integrable_modes (h : IsResponseSpectrum x) {t : ℝ} (ht : 0 ≤ t) :
    IntegrableOn (fun w => ∑ k, modeTerm t (x k w)) (Ioi 0) := by
  refine MeasureTheory.integrable_finsetSum _ fun k _ => ?_
  refine Integrable.mono' ((h.sq_int k).const_mul t)
    (measurable_modeTerm.comp (measurable_const.prodMk (h.meas k))).aestronglyMeasurable ?_
  refine (ae_restrict_mem measurableSet_Ioi).mono fun w hw => ?_
  have hb := modeTerm_bounds ht (h.nonneg k w hw)
  rw [Real.norm_eq_abs, abs_le]
  exact ⟨hb.1, hb.2.trans (by positivity)⟩

/-- The direct RPA coupling integrand is well defined for nonnegative coupling, vanishes at
zero coupling, and is antitone and convex on `[0, ∞)`. -/
theorem couplingIntegrand_antitone_convex (h : IsResponseSpectrum x) :
    (∀ t : ℝ, 0 ≤ t → IntegrableOn (fun w => ∑ k, modeTerm t (x k w)) (Ioi 0)) ∧
    couplingIntegrand x 0 = 0 ∧
    AntitoneOn (couplingIntegrand x) (Ici 0) ∧
    ConvexOn ℝ (Ici 0) (couplingIntegrand x) := by
  have hc : 0 ≤ 1 / (2 * Real.pi) := by positivity
  refine ⟨fun t ht => integrable_modes h ht, by simp [couplingIntegrand, modeTerm], ?_,
    convex_Ici 0, ?_⟩
  · -- no mode term increases with the coupling strength
    intro s hs t ht hst
    have hs' : 0 ≤ s := hs
    refine mul_le_mul_of_nonneg_left (setIntegral_mono_on (integrable_modes h ht)
      (integrable_modes h hs) measurableSet_Ioi fun w hw => Finset.sum_le_sum fun k _ => ?_) hc
    have hx := h.nonneg k w hw
    have hp : 0 < 1 + s * x k w := by positivity
    unfold modeTerm
    gcongr
  · -- average the two tangent inequalities at the intermediate coupling
    intro s hs t ht a b ha hb hab
    have hs' : 0 ≤ s := hs
    have ht' : 0 ≤ t := ht
    simp only [smul_eq_mul]
    obtain ⟨r, hr⟩ : ∃ r, r = a * s + b * t := ⟨_, rfl⟩
    have hr0 : 0 ≤ r := by rw [hr]; positivity
    rw [← hr]
    have is := (integrable_modes h hs').const_mul a
    have it := (integrable_modes h ht').const_mul b
    have key : ∫ w in Ioi (0 : ℝ), ∑ k, modeTerm r (x k w) ≤
        ∫ w in Ioi (0 : ℝ), (a * ∑ k, modeTerm s (x k w) + b * ∑ k, modeTerm t (x k w)) := by
      refine setIntegral_mono_on (integrable_modes h hr0) (is.add it) measurableSet_Ioi
        fun w hw => ?_
      rw [Finset.mul_sum, Finset.mul_sum, ← Finset.sum_add_distrib]
      refine Finset.sum_le_sum fun k _ => ?_
      have hx := h.nonneg k w hw
      have e1 := mul_le_mul_of_nonneg_left (modeTerm_tangent hr0 hs' hx) ha
      have e2 := mul_le_mul_of_nonneg_left (modeTerm_tangent hr0 ht' hx) hb
      generalize x k w ^ 2 / (1 + r * x k w) ^ 2 = c at e1 e2
      have e3 : a * (modeTerm r (x k w) - (s - r) * c)
          + b * (modeTerm r (x k w) - (t - r) * c) = modeTerm r (x k w) := by
        linear_combination (modeTerm r (x k w) + r * c) * hab + c * hr
      linarith
    rw [integral_add is it, integral_const_mul, integral_const_mul] at key
    have key' := mul_le_mul_of_nonneg_left key hc
    unfold couplingIntegrand
    linarith

/-- For nonnegative coupling, the coupling integrand is bounded below by a line whose slope is given
by the frequency integral of the squared eigenvalues. -/
theorem second_order_le_couplingIntegrand (h : IsResponseSpectrum x) {t : ℝ} (ht : 0 ≤ t) :
    1 / (2 * Real.pi) * (-t * ∫ w in Ioi (0 : ℝ), ∑ k, x k w ^ 2) ≤
      couplingIntegrand x t := by
  have hi : IntegrableOn (fun w => ∑ k, x k w ^ 2) (Ioi 0) :=
    MeasureTheory.integrable_finsetSum _ fun k _ => h.sq_int k
  rw [← integral_const_mul]
  refine mul_le_mul_of_nonneg_left (setIntegral_mono_on (hi.const_mul (-t))
    (integrable_modes h ht) measurableSet_Ioi fun w hw => ?_) (by positivity)
  rw [Finset.mul_sum]
  refine Finset.sum_le_sum fun k _ => ?_
  linarith [(modeTerm_bounds ht (h.nonneg k w hw)).1]

/-- For one mode with nonnegative eigenvalue `x`, the term is integrable over coupling strengths
from 0 to 1, and its integral is `log (1 + x) - x`. -/
theorem integral_modeTerm {x : ℝ} (hx : 0 ≤ x) :
    IntervalIntegrable (fun t => modeTerm t x) volume 0 1 ∧
    ∫ t in (0 : ℝ)..1, modeTerm t x = Real.log (1 + x) - x := by
  have hne : ∀ t ∈ uIcc (0 : ℝ) 1, 1 + t * x ≠ 0 := by
    intro t ht
    rw [uIcc_of_le zero_le_one] at ht
    have := mul_nonneg ht.1 hx
    linarith
  have hi : IntervalIntegrable (fun t => modeTerm t x) volume 0 1 := by
    apply ContinuousOn.intervalIntegrable
    unfold modeTerm
    exact (continuousOn_const.div (by fun_prop) hne).sub continuousOn_const
  have hd : ∀ t ∈ uIcc (0 : ℝ) 1,
      HasDerivAt (fun t => Real.log (1 + t * x) - t * x) (modeTerm t x) t := by
    intro t ht
    have h1 := (hasDerivAt_id' t).mul_const x
    exact (((h1.const_add 1).log (hne t ht)).fun_sub h1).congr_deriv (by simp [modeTerm])
  refine ⟨hi, ?_⟩
  rw [intervalIntegral.integral_eq_sub_of_hasDerivAt hd hi]
  simp

/-- Integrating the coupling integrand from zero to full coupling gives the logarithmic
formula for the direct RPA correlation energy. -/
theorem integral_couplingIntegrand (h : IsResponseSpectrum x) :
    ∫ t in (0 : ℝ)..1, couplingIntegrand x t =
      1 / (2 * Real.pi) * ∫ w in Ioi (0 : ℝ), ∑ k, (Real.log (1 + x k w) - x k w) := by
  -- joint integrability in coupling and frequency, dominated by the squared eigenvalues
  have hprod : Integrable (fun p : ℝ × ℝ => ∑ k, modeTerm p.1 (x k p.2))
      ((volume.restrict (Ioc (0 : ℝ) 1)).prod (volume.restrict (Ioi (0 : ℝ)))) := by
    refine MeasureTheory.integrable_finsetSum _ fun k _ => ?_
    have h1 : Integrable (fun _ : ℝ => (1 : ℝ)) (volume.restrict (Ioc (0 : ℝ) 1)) :=
      integrable_const 1
    refine Integrable.mono' (h1.mul_prod (h.sq_int k)) (measurable_modeTerm.comp
      (measurable_fst.prodMk ((h.meas k).comp measurable_snd))).aestronglyMeasurable ?_
    rw [Measure.prod_restrict]
    refine (ae_restrict_mem (measurableSet_Ioc.prod measurableSet_Ioi)).mono fun p hp => ?_
    have hb := modeTerm_bounds hp.1.1.le (h.nonneg k p.2 hp.2)
    have hm := mul_le_mul_of_nonneg_right hp.1.2 (sq_nonneg (x k p.2))
    rw [Real.norm_eq_abs, abs_le]
    constructor
    · linarith [hb.1]
    · linarith [hb.2, sq_nonneg (x k p.2)]
  unfold couplingIntegrand
  rw [intervalIntegral.integral_const_mul, intervalIntegral.integral_of_le zero_le_one,
    integral_integral_swap hprod]
  congr 1
  refine setIntegral_congr_fun measurableSet_Ioi fun w hw => ?_
  -- at fixed frequency, integrate mode by mode over the coupling
  have hm := fun k => integral_modeTerm (h.nonneg k w hw)
  change ∫ t in Ioc (0 : ℝ) 1, ∑ k, modeTerm t (x k w) = _
  rw [← intervalIntegral.integral_of_le zero_le_one,
    intervalIntegral.integral_finsetSum fun k _ => (hm k).1]
  exact Finset.sum_congr rfl fun k _ => (hm k).2

/-- A single mode with the Lorentzian eigenvalue `1 / (1 + w²)` satisfies the assumptions
on the spectrum. -/
theorem isResponseSpectrum_witness :
    IsResponseSpectrum (fun (_ : Fin 1) (w : ℝ) => (1 + w ^ 2)⁻¹) where
  meas _ := by fun_prop
  nonneg _ w _ := by positivity
  sq_int _ := by
    refine Integrable.mono' integrable_inv_one_add_sq.integrableOn
      (Measurable.aestronglyMeasurable (by fun_prop)) (Filter.Eventually.of_forall fun w => ?_)
    have h0 : 0 ≤ (1 + w ^ 2)⁻¹ := by positivity
    have h1 : (1 + w ^ 2)⁻¹ ≤ 1 := inv_le_one_of_one_le₀ (by linarith [sq_nonneg w])
    rw [Real.norm_of_nonneg (by positivity)]
    nlinarith

end

end RPAAdiabaticConnection
```

```lean
#print axioms RPAAdiabaticConnection.couplingIntegrand_antitone_convex
#print axioms RPAAdiabaticConnection.second_order_le_couplingIntegrand
#print axioms RPAAdiabaticConnection.integral_couplingIntegrand
```

```
'RPAAdiabaticConnection.couplingIntegrand_antitone_convex' depends on axioms: [propext, Classical.choice, Quot.sound]
'RPAAdiabaticConnection.second_order_le_couplingIntegrand' depends on axioms: [propext, Classical.choice, Quot.sound]
'RPAAdiabaticConnection.integral_couplingIntegrand' depends on axioms: [propext, Classical.choice, Quot.sound]
```

## What the theorems say about the response

The finite type `ι` labels the modes, and `x k w` is $x_k(w)$. The structure `IsResponseSpectrum` collects the assumptions. Each eigenvalue function is measurable on the real line; it is nonnegative and square-integrable on `Ioi 0`, the open half-line $(0,\infty)$.

Nonnegativity corresponds to $\chi_0(iw)$ being negative semidefinite, as it is when the non-interacting reference is in its ground state. Square-integrability limits the total squared weight of the response, at low and at high frequency. A gapped system in a finite basis meets this comfortably, with a bounded response that falls off as $w^{-2}$.

`modeTerm t x` is $m_t(x)$, and `couplingIntegrand x t` is $W(t)$, with the half-line frequency integral and the prefactor $1/(2\pi)$ built in. The main theorem, `couplingIntegrand_antitone_convex`, has four parts:

- For every $t\ge 0$, the summed frequency integrand is integrable.
- $W(0)=0$.
- `AntitoneOn` on `Ici 0`: if $0\le s\le t$, then $W(t)\le W(s)$. The inequality is not strict, and a vanishing response gives $W=0$ throughout.
- `ConvexOn` on `Ici 0`: the curve lies on or below its chords on $[0,\infty)$.

`second_order_le_couplingIntegrand` states the lower line, and `integral_couplingIntegrand` the logarithmic formula. `isResponseSpectrum_witness` shows that a single Lorentzian mode, $1/(1+w^2)$, satisfies the assumptions.

The eigenvalue functions are the input. The file does not construct $\chi_0$ from orbitals, diagonalise it, or derive the RPA from a many-electron Hamiltonian. The $x_k$ do not depend on $t$, which corresponds to a fixed non-interacting reference along the connection, and there is no exchange-correlation kernel. An infinite set of modes would need an additional summability condition. The theorems therefore make no statement about the exact adiabatic-connection curve.

For electronic-structure practice, within this finite-mode direct RPA model, convexity fixes the sign of some quadrature errors: the trapezoidal rule in $t$ cannot give a correlation energy below the exact coupling integral. That inequality follows from convexity by a standard argument, but the file does not state it.

## How the Lean proof follows the calculation

`modeTerm_bounds` first rewrites the mode term as $-t\,x^2/(1+tx)$; `field_simp` and `ring` verify the algebra. The upper bound holds because the fraction is nonnegative, and the lower bound because dividing a nonnegative number by something at least one cannot increase it.

`modeTerm_tangent` proves the exact remainder formula in the same way. `positivity` recognises that $(t-s)^2x^3/((1+tx)(1+sx)^2)$ is nonnegative, so no second derivative is needed.

`integrable_modes` supplies existence. It treats the finite sum term by term and applies `Integrable.mono'` with the dominating function $t\,x_k(w)^2$. The measurability required there comes from `measurable_modeTerm`.

In the main theorem, monotonicity is proved at each frequency and for each mode, where `gcongr` compares the denominators. `Finset.sum_le_sum` and `setIntegral_mono_on` then pass the inequality through the sum and the integral.

The convexity part introduces the intermediate coupling `r` and applies the tangent lemma there twice, once towards `s` and once towards `t`. The common factor $x^2/(1+rx)^2$ is named `c`, and `linear_combination` checks that the weighted linear terms cancel, using $a+b=1$ and $r=as+bt$. The resulting inequality is integrated, and the right-hand side is split by `integral_add`. This split is legitimate because the brackets at `s` and `t` are each integrable.

The lower line integrates the first half of `modeTerm_bounds`. For the logarithmic formula, `integral_modeTerm` applies the fundamental theorem of calculus to $\ln(1+tx)-tx$, whose logarithm is differentiable because $1+tx$ does not vanish on $[0,1]$. In `integral_couplingIntegrand`, the statement `hprod` establishes joint integrability over $(0,1]\times(0,\infty)$ with $x_k(w)^2$ as the dominating function. `integral_integral_swap` then exchanges the integrals, and the single-mode result is applied at each frequency.
